# Treating resonances within a polyad by explicit coupling preserves the sum of its second-order energies

When two coupled vibrational levels $E_k$ and $E_l$ nearly coincide, their term $V_{kl}^2/(E_k-E_l)$ in second-order perturbation theory becomes large and unreliable, and the first choice in modelling the remedy is how to define this term. Here it is a number $w_{kl}$ that satisfies $(E_k-E_l)\,w_{kl}=V_{kl}^2$. Lean sets division by zero to zero, so a quotient would quietly assign no shift to an exact resonance; the product form makes no such assignment.

The remedy itself is to delete the troublesome terms from the second-order sums, put the couplings $V_{kl}$ into a small matrix on the group of interacting states, the polyad, and diagonalise it. For finitely many states with distinct energies and a real symmetric perturbation, this leaves the sum of the polyad's energies unchanged, provided that every deleted pair lies inside the polyad.

## States, shifts and energies

```lean
import Mathlib

open Matrix

namespace VPT2Polyad

variable {ι : Type*} [Fintype ι] [DecidableEq ι]
```

The type `ι` is the finite set of state labels.

```lean
/-- `w k l`, to be read as the contribution of state `l` to level `k`, solves
`(E k - E l) * w k l = (V k l)²` for every pair of different states. -/
def IsPairShift (E : ι → ℝ) (V w : Matrix ι ι ℝ) : Prop :=
  ∀ k l, k ≠ l → (E k - E l) * w k l = V k l ^ 2
```

`E` lists the unperturbed energies, and `V` is the matrix of the perturbation in the unperturbed states. `IsPairShift E V w` says that the relation above holds for every pair $k\neq l$. The number $w_{kl}$ is the shift of level $k$ caused by state $l$. The diagonal of `w` is unrestricted and never used.

```lean
/-- The energy of level `k` through second order, with all pair contributions `w k l`. -/
def vpt2Energy (E : ι → ℝ) (V w : Matrix ι ι ℝ) (k : ι) : ℝ :=
  E k + V k k + ∑ l with l ≠ k, w k l
```

This is the energy through second order,
$$E_k^{(\le 2)}=E_k+V_{kk}+\sum_{l\ne k}w_{kl}.$$
Despite its name, `vpt2Energy` is the general expression for one perturbation matrix. Second-order vibrational perturbation theory (VPT2) counts cubic force constants as first order and quartic ones as second order. The step to a molecule is therefore an identification that the hypotheses don't supply: in a finite set of harmonic states, the off-diagonal elements of $V$ are taken from the cubic terms, and the diagonal ones from the quartic terms and the vibrational angular momentum (Coriolis) terms.

```lean
/-- The deperturbed energy of level `k`: the contributions of the states resonant with `k`
are deleted from the second-order sum. -/
def deperturbedEnergy (E : ι → ℝ) (V w : Matrix ι ι ℝ) (R : ι → ι → Prop) [DecidableRel R]
    (k : ι) : ℝ :=
  E k + V k k + ∑ l with (l ≠ k ∧ ¬ R k l), w k l
```

The relation `R k l` says that the pair $(k,l)$ is treated as resonant. No closeness of energies is required; `R` is simply the list of pairs to delete. The deperturbed energy is
$$D_k=E_k+V_{kk}+\sum_{l\ne k,\ (k,l)\notin R}w_{kl}.$$

```lean
/-- The effective Hamiltonian on the polyad `P`: deperturbed energies on the diagonal, and
the couplings `V k l` of the resonant pairs off the diagonal. -/
def polyadMatrix (E : ι → ℝ) (V w : Matrix ι ι ℝ) (R : ι → ι → Prop) [DecidableRel R]
    (P : Finset ι) : Matrix P P ℝ :=
  Matrix.of fun k l =>
    if k = l then deperturbedEnergy E V w R k else if R k l then V k l else 0
```

The rows and columns of this matrix are labelled by the states of the polyad `P`. It has $D_k$ on the diagonal, $V_{kl}$ off the diagonal for resonant pairs, and zero elsewhere.

## From the perturbation equations to the second-order energy

```lean
/-- The Rayleigh–Schrödinger equations of first and second order for level `k`, with state
corrections `ψ`, `φ` and energy corrections `e₁`, `e₂`. -/
def IsRSExpansion (E : ι → ℝ) (V : Matrix ι ι ℝ) (k : ι) (ψ φ : ι → ℝ) (e₁ e₂ : ℝ) : Prop :=
  diagonal E *ᵥ ψ + V *ᵥ Pi.single k 1 = E k • ψ + e₁ • Pi.single k 1 ∧
  diagonal E *ᵥ φ + V *ᵥ ψ = E k • φ + e₁ • ψ + e₂ • Pi.single k 1
```

Write $H_0$ for the diagonal matrix of the energies and $|k\rangle$ for the unperturbed state, which is `Pi.single k 1` in Lean. The two equations are
$$H_0\psi+V|k\rangle=E_k\psi+e_1|k\rangle,$$
$$H_0\varphi+V\psi=E_k\varphi+e_1\psi+e_2|k\rangle.$$
Here $\psi$ and $\varphi$ are the first- and second-order corrections to the state, and $e_1$ and $e_2$ are those to the energy. No normalisation is imposed on $\psi$, and the energies don't need one.

```lean
omit [Fintype ι] [DecidableEq ι] in
/-- For distinct energies the pair contributions are the familiar quotients
`(V k l)² / (E k - E l)`. -/
theorem isPairShift_iff {E : ι → ℝ} (hE : Function.Injective E) (V w : Matrix ι ι ℝ) :
    IsPairShift E V w ↔ ∀ k l, k ≠ l → w k l = V k l ^ 2 / (E k - E l) := by
  refine forall_congr' fun k => forall_congr' fun l => forall_congr' fun h => ?_
  rw [eq_div_iff (sub_ne_zero.mpr (hE.ne h)), mul_comm]
```

For distinct energies, written `Function.Injective E`, the product relation is equivalent to the familiar $w_{kl}=V_{kl}^2/(E_k-E_l)$. The proof divides by $E_k-E_l$, which is nonzero for $k\ne l$.

```lean
/-- For distinct energies, symmetric `V` and `w` with `IsPairShift E V w`, the Rayleigh–Schrödinger
equations give level `k` the energy `vpt2Energy` through second order. -/
theorem energy_of_rsExpansion {E : ι → ℝ} {V w : Matrix ι ι ℝ} (hE : Function.Injective E)
    (hV : V.IsSymm) (hw : IsPairShift E V w) {k : ι} {ψ φ : ι → ℝ} {e₁ e₂ : ℝ}
    (h : IsRSExpansion E V k ψ φ e₁ e₂) :
    E k + e₁ + e₂ = vpt2Energy E V w k := by
  have c1 : ∀ l, E l * ψ l + V l k = E k * ψ l + e₁ * (Pi.single k 1 : ι → ℝ) l := by
    intro l
    have := congrFun h.1 l
    simpa only [Pi.add_apply, Matrix.mulVec_diagonal, Matrix.mulVec_single_one,
      Matrix.col_apply, Pi.smul_apply, smul_eq_mul] using this
  have c2 := congrFun h.2 k
  simp only [Pi.add_apply, Matrix.mulVec_diagonal, Pi.smul_apply, smul_eq_mul,
    Pi.single_eq_same, mul_one] at c2
  -- the first-order energy is the diagonal element of the perturbation
  have he : e₁ = V k k := by
    have := c1 k
    rw [Pi.single_eq_same] at this
    linarith
  -- the first-order amplitudes produce the pair contributions
  have hsum : ∑ l ∈ Finset.univ.erase k, V k l * ψ l = ∑ l ∈ Finset.univ.erase k, w k l := by
    refine Finset.sum_congr rfl fun l hl => ?_
    have hlk : l ≠ k := Finset.ne_of_mem_erase hl
    have h1 := c1 l
    rw [Pi.single_eq_of_ne hlk] at h1
    have h2 := hw k l hlk.symm
    have hs : V l k = V k l := hV.apply k l
    apply mul_left_cancel₀ (sub_ne_zero.mpr (hE.ne hlk.symm))
    linear_combination (-V k l) * h1 - h2 + V k l * hs
  have split : V k k * ψ k + ∑ l ∈ Finset.univ.erase k, V k l * ψ l = (V *ᵥ ψ) k :=
    Finset.add_sum_erase _ (fun l => V k l * ψ l) (Finset.mem_univ k)
  rw [he] at c2 ⊢
  rw [vpt2Energy, Finset.filter_ne', ← hsum]
  linarith
```

Any solution of the two equations gives $E_k+e_1+e_2=E_k^{(\le 2)}$. By hand, component $k$ of the first equation reads $E_k\psi_k+V_{kk}=E_k\psi_k+e_1$, so $e_1=V_{kk}$. For $l\ne k$, component $l$ reads
$$E_l\psi_l+V_{lk}=E_k\psi_l,\qquad\text{so}\qquad (E_k-E_l)\psi_l=V_{lk}.$$
Multiplying by $V_{kl}$ and using symmetry gives $(E_k-E_l)V_{kl}\psi_l=V_{kl}^2=(E_k-E_l)w_{kl}$. Cancelling the nonzero difference leaves $V_{kl}\psi_l=w_{kl}$.

Component $k$ of the second equation is
$$E_k\varphi_k+V_{kk}\psi_k+\sum_{l\ne k}V_{kl}\psi_l=E_k\varphi_k+e_1\psi_k+e_2.$$
Since $e_1=V_{kk}$, the terms in $\varphi_k$ and $\psi_k$ drop out, and $e_2=\sum_{l\ne k}w_{kl}$.

In the Lean proof, `c1` and `c2` are these components, `he` is the first-order energy, and `hsum` identifies the two sums term by term. `split` separates $V_{kk}\psi_k$ from the rest of $(V\psi)_k$, and `linarith` combines the results.

```lean
/-- Two levels at energies 0 and 1 with coupling 1 satisfy the pair relation and, for the lower
level, the Rayleigh–Schrödinger equations with second-order energy -1. -/
theorem twoLevel_witness :
    Function.Injective (![0, 1] : Fin 2 → ℝ) ∧ (!![0, 1; 1, 0] : Matrix (Fin 2) (Fin 2) ℝ).IsSymm ∧
    IsPairShift ![0, 1] !![0, 1; 1, 0] !![0, -1; 1, 0] ∧
    IsRSExpansion ![0, 1] !![0, 1; 1, 0] (0 : Fin 2) ![0, -1] ![0, 0] 0 (-1) := by
  refine ⟨?_, ?_, ?_, ?_, ?_⟩
  · intro i j h
    fin_cases i <;> fin_cases j <;> simp_all
  · ext i j
    fin_cases i <;> fin_cases j <;> simp
  · intro i j h
    fin_cases i <;> fin_cases j <;> simp_all
  · ext i
    simp only [Pi.add_apply, Matrix.mulVec_diagonal, Matrix.mulVec_single_one,
      Matrix.col_apply, Pi.smul_apply, smul_eq_mul]
    fin_cases i <;> simp
  · ext i
    fin_cases i <;> simp [Matrix.diagonal]
```

Two levels at energies 0 and 1 with coupling 1 give a concrete solution. The shifts are $w_{01}=-1$ and $w_{10}=1$. For the lower level, $\psi=(0,-1)$, $\varphi=0$, $e_1=0$ and $e_2=-1$. The proof checks every component.

## Opposite shifts and the energy balance

```lean
omit [Fintype ι] [DecidableEq ι] in
/-- For distinct energies, symmetric `V` and `w` with `IsPairShift E V w`, two different states
shift each other by opposite amounts. -/
theorem pairShift_antisymm {E : ι → ℝ} {V w : Matrix ι ι ℝ} (hE : Function.Injective E)
    (hV : V.IsSymm) (hw : IsPairShift E V w) {k l : ι} (h : k ≠ l) : w l k = -w k l := by
  have h1 := hw k l h
  have h2 := hw l k h.symm
  rw [hV.apply k l] at h2
  apply mul_left_cancel₀ (sub_ne_zero.mpr (hE.ne h))
  linear_combination h1 - h2
```

Two states push each other by equal and opposite amounts: $w_{lk}=-w_{kl}$. The relation for $(k,l)$ is $(E_k-E_l)w_{kl}=V_{kl}^2$. The relation for $(l,k)$, with $V_{lk}=V_{kl}$, is $(E_l-E_k)w_{lk}=V_{kl}^2$. Hence
$$(E_k-E_l)w_{lk}=-V_{kl}^2=(E_k-E_l)(-w_{kl}),$$
and the nonzero factor cancels. In Lean, `mul_left_cancel₀` performs the cancellation and `linear_combination` supplies the equality before it.

```lean
/-- For distinct energies, symmetric `V`, `w` with `IsPairShift E V w` and any symmetric set of
deleted pairs, the energy sum over `P` changes exactly by the deleted terms that link `P` to states
outside `P`. -/
theorem sum_deperturbed_add {E : ι → ℝ} {V w : Matrix ι ι ℝ} (hE : Function.Injective E)
    (hV : V.IsSymm) (hw : IsPairShift E V w) (R : ι → ι → Prop) [DecidableRel R]
    (hR : ∀ k l, R k l → R l k) (P : Finset ι) :
    ∑ k ∈ P, deperturbedEnergy E V w R k + ∑ k ∈ P, ∑ l with (l ∉ P ∧ R k l), w k l
      = ∑ k ∈ P, vpt2Energy E V w k := by
  -- deleted terms inside the polyad cancel in pairs
  have cancel : ∑ k ∈ P, ∑ l ∈ P, (if l ≠ k ∧ R k l then w k l else 0) = 0 := by
    have h : ∑ k ∈ P, ∑ l ∈ P, (if l ≠ k ∧ R k l then w k l else 0)
        = -∑ k ∈ P, ∑ l ∈ P, (if l ≠ k ∧ R k l then w k l else 0) := by
      calc _ = ∑ k ∈ P, ∑ l ∈ P, (if k ≠ l ∧ R l k then w l k else 0) := Finset.sum_comm
        _ = ∑ k ∈ P, ∑ l ∈ P, -(if l ≠ k ∧ R k l then w k l else 0) := by
          refine Finset.sum_congr rfl fun k _ => Finset.sum_congr rfl fun l _ => ?_
          by_cases h : l ≠ k ∧ R k l
          · rw [if_pos h, if_pos ⟨h.1.symm, hR k l h.2⟩]
            exact pairShift_antisymm hE hV hw h.1.symm
          · rw [if_neg h, if_neg fun h' => h ⟨h'.1.symm, hR l k h'.2⟩, neg_zero]
        _ = _ := by simp only [Finset.sum_neg_distrib]
    linarith
  -- split each second-order sum into kept, outer deleted and inner deleted terms
  have split : ∀ k ∈ P, vpt2Energy E V w k = deperturbedEnergy E V w R k
      + ∑ l with (l ∉ P ∧ R k l), w k l
      + ∑ l ∈ P, (if l ≠ k ∧ R k l then w k l else 0) := by
    intro k hk
    have hP : ∑ l ∈ P, (if l ≠ k ∧ R k l then w k l else 0)
        = ∑ l, if l ∈ P then (if l ≠ k ∧ R k l then w k l else 0) else 0 := by
      rw [Finset.sum_ite_mem, Finset.univ_inter]
    have key : ∑ l with l ≠ k, w k l = ∑ l with (l ≠ k ∧ ¬ R k l), w k l
        + ∑ l with (l ∉ P ∧ R k l), w k l
        + ∑ l ∈ P, (if l ≠ k ∧ R k l then w k l else 0) := by
      rw [hP, Finset.sum_filter, Finset.sum_filter, Finset.sum_filter,
        ← Finset.sum_add_distrib, ← Finset.sum_add_distrib]
      refine Finset.sum_congr rfl fun l _ => ?_
      rcases eq_or_ne l k with rfl | h1
      · simp [hk]
      · by_cases h2 : l ∈ P <;> by_cases h3 : R k l <;> simp [h1, h2, h3]
    rw [vpt2Energy, deperturbedEnergy, key]
    ring
  rw [Finset.sum_congr rfl split, Finset.sum_add_distrib, Finset.sum_add_distrib, cancel,
    add_zero]
```

Here `R` is symmetric, as `hR` states, but its pairs may still leave the polyad. The theorem is the balance
$$\sum_{k\in P}D_k+\sum_{k\in P}\ \sum_{l\notin P,\ (k,l)\in R}w_{kl}=\sum_{k\in P}E_k^{(\le 2)}.$$

For $k\in P$, each term of the full second-order sum is of one of three kinds: kept, deleted with $l$ outside $P$, or deleted with $l$ inside $P$. Thus
$$E_k^{(\le 2)}=D_k+\sum_{l\notin P,\ (k,l)\in R}w_{kl}+\sum_{l\in P,\ l\ne k,\ (k,l)\in R}w_{kl}.$$
Summed over $k\in P$, the last part is
$$S=\sum_{\substack{k,l\in P,\ k\ne l\\ (k,l)\in R}}w_{kl}.$$
Exchanging the names $k$ and $l$ leaves the set of pairs unchanged, because $R$ is symmetric, and turns $w_{kl}$ into $w_{lk}=-w_{kl}$. So $S=-S$, and $S=0$.

The step `cancel` is this argument: `Finset.sum_comm` exchanges the two sums, and `pairShift_antisymm` provides the sign. The step `split` proves the three-way decomposition by cases on whether $l=k$, whether $l\in P$, and whether the pair is resonant. A deleted pair that crosses the boundary of $P$ has only one of its two shifts in the sum, which is why its term remains.

## The eigenvalue sum

```lean
/-- The effective Hamiltonian is Hermitian when `V` and the set of resonant pairs are
symmetric. -/
theorem polyadMatrix_isHermitian (E : ι → ℝ) {V : Matrix ι ι ℝ} (w : Matrix ι ι ℝ)
    (hV : V.IsSymm) (R : ι → ι → Prop) [DecidableRel R] (hR : ∀ k l, R k l → R l k)
    (P : Finset ι) : (polyadMatrix E V w R P).IsHermitian := by
  refine Matrix.IsHermitian.ext fun k l => ?_
  rcases eq_or_ne k l with rfl | h
  · simp
  · simp only [polyadMatrix, Matrix.of_apply, star_trivial, if_neg h, if_neg h.symm]
    by_cases h' : R k l
    · rw [if_pos h', if_pos (hR _ _ h')]
      exact hV.apply _ _
    · rw [if_neg h', if_neg fun h'' => h' (hR _ _ h'')]
```

For a real matrix, Hermitian means symmetric. The entry for a resonant pair is $V_{kl}=V_{lk}$, and since $R$ is symmetric, the entries $(k,l)$ and $(l,k)$ are either both couplings or both zero. The proof follows these cases.

```lean
/-- For distinct energies, symmetric `V`, `w` with `IsPairShift E V w` and a symmetric set of
resonant pairs inside the polyad `P`, the eigenvalues of the effective Hamiltonian have the same sum
as the undeleted second-order energies of `P`. -/
theorem sum_eigenvalues_eq_sum_vpt2 {E : ι → ℝ} {V w : Matrix ι ι ℝ}
    (hE : Function.Injective E) (hV : V.IsSymm) (hw : IsPairShift E V w)
    (R : ι → ι → Prop) [DecidableRel R] (hR : ∀ k l, R k l → R l k)
    (P : Finset ι) (hP : ∀ k l, R k l → k ∈ P ∧ l ∈ P) :
    ∑ i, (polyadMatrix_isHermitian E w hV R hR P).eigenvalues i
      = ∑ k ∈ P, vpt2Energy E V w k := by
  -- the eigenvalue sum is the trace, which the restored couplings do not enter
  have htr : (polyadMatrix E V w R P).trace = ∑ k ∈ P, deperturbedEnergy E V w R k := by
    rw [← Finset.sum_coe_sort P]
    simp [Matrix.trace, polyadMatrix]
  have heig := (polyadMatrix_isHermitian E w hV R hR P).trace_eq_sum_eigenvalues
  simp only [RCLike.ofReal_real_eq_id, id] at heig
  -- no deleted pair leaves the polyad
  have hout : ∑ k ∈ P, ∑ l with (l ∉ P ∧ R k l), w k l = 0 := by
    refine Finset.sum_eq_zero fun k _ => Finset.sum_eq_zero fun l hl => ?_
    have h := (Finset.mem_filter.mp hl).2
    exact absurd (hP k l h.2).2 h.1
  have hsum := sum_deperturbed_add hE hV hw R hR P
  rw [hout, add_zero] at hsum
  rw [← heig, htr, hsum]

end VPT2Polyad
```

The hypothesis `hP` now requires both members of every resonant pair to lie in `P`. When there are several disjoint polyads and every deleted pair lies inside one of them, the theorem applies to each in turn, with `R` restricted to the pairs inside it. Let $\lambda_i$ be the eigenvalues of the effective matrix, counted with multiplicity. Lean's `eigenvalues` takes the proof of Hermiticity as an input, which is why the previous theorem appears inside the statement. The result is
$$\sum_i\lambda_i=\sum_{k\in P}E_k^{(\le 2)}.$$

The eigenvalues of a Hermitian matrix sum to its trace. The restored couplings are off the diagonal, so the trace is $\sum_{k\in P}D_k$. No deleted pair leaves the polyad, so the boundary term in the energy balance is zero, and
$$\sum_i\lambda_i=\sum_{k\in P}D_k=\sum_{k\in P}E_k^{(\le 2)}.$$
In the proof, `heig` is the trace identity, `htr` evaluates the trace, `hout` removes the boundary term, and `hsum` is the balance.

The theorem fixes the sum and says nothing about how accurate the individual levels are. In the two-level example, with both states in the polyad and their pair resonant, the second-order energies are $-1$ and $2$, while a short calculation gives the eigenvalues $(1\pm\sqrt5)/2$. Both pairs sum to 1.

For a finite set of harmonic states without exact degeneracies, the result gives a consistency check on VPT2 calculations with Fermi resonances: changing which pairs inside a fixed polyad count as resonant may move its levels but must leave their sum unchanged. A program that deletes a resonant denominator from the anharmonicity constants removes it from every level that contains it. For the check to apply there, the polyad must contain all the resonance partners of its levels.

```lean
#print axioms VPT2Polyad.isPairShift_iff
#print axioms VPT2Polyad.energy_of_rsExpansion
#print axioms VPT2Polyad.sum_eigenvalues_eq_sum_vpt2
```

```
'VPT2Polyad.isPairShift_iff' depends on axioms: [propext, Classical.choice, Quot.sound]
'VPT2Polyad.energy_of_rsExpansion' depends on axioms: [propext, Classical.choice, Quot.sound]
'VPT2Polyad.sum_eigenvalues_eq_sum_vpt2' depends on axioms: [propext, Classical.choice, Quot.sound]
```
